# Positive definiteness of the effective collision matrix for added basis functions

In a linearized transport problem with a finite basis, let the real collision matrix have block `A` on the original basis functions, `D` on the added ones, and `B` and `Bᵀ` coupling them. The lemma `schur_posDef` states that if this whole matrix is positive definite, so is the effective collision matrix of the added functions, the Schur complement S = D − BᵀA⁻¹B. The proof first gets the symmetry of S from that of `A` and `D`. For a nonzero vector v it then applies the full matrix to the vector with components −A⁻¹Bv and v, which should give 0 and Sv, so that the positive quadratic form of the full matrix reduces to v·Sv.

As first written in Lean, the proof fails:

```lean
import Mathlib

open Matrix

namespace EnlargedTransportBasis

noncomputable section

variable {m n : Type*} [Fintype m] [Fintype n]
variable {A : Matrix m m ℝ} {B : Matrix m n ℝ} {D : Matrix n n ℝ}

/-- If the enlarged collision matrix is positive definite, so is its block on the original basis
functions. -/
theorem original_posDef (hC : (fromBlocks A B Bᵀ D).PosDef) : A.PosDef := by
  refine posDef_iff_dotProduct_mulVec.mpr
    ⟨(isHermitian_fromBlocks_iff.mp hC.isHermitian).1, ?_⟩
  intro u hu
  -- test the full matrix on a distribution without new components
  have hne : Sum.elim u (0 : n → ℝ) ≠ 0 := by
    intro h
    apply hu
    funext i
    simpa using congrFun h (Sum.inl i)
  have h := hC.dotProduct_mulVec_pos hne
  rw [star_trivial, fromBlocks_mulVec, Sum.elim_comp_inl, Sum.elim_comp_inr] at h
  simpa [dotProduct, Fintype.sum_sum_type] using h

variable [DecidableEq m]

/-- The effective collision matrix `S = D - Bᵀ A⁻¹ B` of the added basis functions, for
invertible `A`. -/
def schur (A : Matrix m m ℝ) (B : Matrix m n ℝ) (D : Matrix n n ℝ) : Matrix n n ℝ :=
  D - Bᵀ * A⁻¹ * B

/-- For a positive definite collision matrix, `C⁻¹ X` solves the linearized transport equation
with drive `X`. -/
theorem mulVec_solution {C : Matrix m m ℝ} (hC : C.PosDef) (X : m → ℝ) :
    C *ᵥ (C⁻¹ *ᵥ X) = X := by
  rw [mulVec_mulVec, mul_nonsing_inv _ hC.det_pos.ne'.isUnit, one_mulVec]

/-- The action of the effective collision matrix on a vector: `S v = D v - Bᵀ (A⁻¹ (B v))`. -/
theorem schur_mulVec (v : n → ℝ) :
    schur A B D *ᵥ v = D *ᵥ v - Bᵀ *ᵥ (A⁻¹ *ᵥ (B *ᵥ v)) := by
  simp only [schur, Matrix.sub_mulVec, Matrix.mulVec_mulVec, Matrix.mul_assoc]

/-- If the enlarged collision matrix is positive definite, so is the effective collision matrix of
the added basis functions. -/
theorem schur_posDef (hC : (fromBlocks A B Bᵀ D).PosDef) : (schur A B D).PosDef := by
  have hA := original_posDef hC
  have hAT : Aᵀ = A :=
    (conjTranspose_eq_transpose_of_trivial A).symm.trans hA.isHermitian.eq
  have hDT : Dᵀ = D := (conjTranspose_eq_transpose_of_trivial D).symm.trans
    (isHermitian_fromBlocks_iff.mp hC.isHermitian).2.2.2.eq
  have hAi : A⁻¹ᵀ = A⁻¹ := by rw [transpose_nonsing_inv, hAT]
  refine posDef_iff_dotProduct_mulVec.mpr ⟨?_, ?_⟩
  · rw [IsHermitian, conjTranspose_eq_transpose_of_trivial]
    simp only [schur, transpose_sub, transpose_mul, transpose_transpose, hAi, hDT,
      Matrix.mul_assoc]
  · intro v hv
    -- let the original components relax to the added ones
    have hne : Sum.elim (-(A⁻¹ *ᵥ (B *ᵥ v))) v ≠ 0 := by
      intro h
      apply hv
      funext j
      simpa using congrFun h (Sum.inr j)
    have hw : fromBlocks A B Bᵀ D *ᵥ Sum.elim (-(A⁻¹ *ᵥ (B *ᵥ v))) v
        = Sum.elim 0 (schur A B D *ᵥ v) := by
      rw [fromBlocks_mulVec, Sum.elim_comp_inl, Sum.elim_comp_inr, schur_mulVec,
        mulVec_neg, mulVec_neg, mulVec_solution hA, neg_add_cancel, neg_add_eq_sub]
    have h := hC.dotProduct_mulVec_pos hne
    rw [star_trivial, hw] at h
    simpa [dotProduct, Fintype.sum_sum_type] using h

end

end EnlargedTransportBasis
```

The compiler's answer:

```
Main.lean:67:19: error: numerals are data in Lean, but the expected type is universe polymorphic and may be a proposition
  ?m.233 → ?m.235 : Sort (imax (?u.170 + 1) ?u.168)
Main.lean:67:43: error: unsolved goals
m : Type u_1
n : Type u_2
inst✝² : Fintype m
inst✝¹ : Fintype n
A : Matrix m m ℝ
B : Matrix m n ℝ
D : Matrix n n ℝ
inst✝ : DecidableEq m
hC : (fromBlocks A B Bᵀ D).PosDef
hA : A.PosDef
hAT : Aᵀ = A
hDT : Dᵀ = D
hAi : A⁻¹ᵀ = A⁻¹
v : n → ℝ
hv : v ≠ 0
hne : -(A⁻¹ *ᵥ B *ᵥ v) ⊕ᵥ v ≠ 0
⊢ 0 ⊕ᵥ (D *ᵥ v - Bᵀ *ᵥ A⁻¹ *ᵥ B *ᵥ v) = sorry ⊕ᵥ (D *ᵥ v - Bᵀ *ᵥ A⁻¹ *ᵥ B *ᵥ v)
```

Both errors come from the `0` in `Sum.elim 0 (schur A B D *ᵥ v)`, on the right of the equation `hw`. `Sum.elim` accepts functions into any `Sort`, propositions included. When Lean reached the `0`, its expected type was still `?m.233 → ?m.235`, with domain, codomain and universe all open. A numeral must be data, and this type might have been a proposition, so Lean refused it.

The second message is a consequence. Lean put `sorry` in place of the rejected numeral and went on to the proof of `hw`. The rewrites all went through, but they left an equation with first component `0` on the left and `sorry` on the right, which the closing `rfl` of `rw` could not prove.

Writing `(0 : m → ℝ)` gives the numeral its type at once. The two sides then agree after the same rewrites, and `rw` closes the goal. The reworded comment is mere tidying.

Fix (accepted with no message):

```diff
@@ -58,5 +58,5 @@
       Matrix.mul_assoc]
   · intro v hv
-    -- let the original components relax to the added ones
+    -- choose the original components so that the first block of the image vanishes
     have hne : Sum.elim (-(A⁻¹ *ᵥ (B *ᵥ v))) v ≠ 0 := by
       intro h
@@ -65,5 +65,5 @@
       simpa using congrFun h (Sum.inr j)
     have hw : fromBlocks A B Bᵀ D *ᵥ Sum.elim (-(A⁻¹ *ᵥ (B *ᵥ v))) v
-        = Sum.elim 0 (schur A B D *ᵥ v) := by
+        = Sum.elim (0 : m → ℝ) (schur A B D *ᵥ v) := by
       rw [fromBlocks_mulVec, Sum.elim_comp_inl, Sum.elim_comp_inr, schur_mulVec,
         mulVec_neg, mulVec_neg, mulVec_solution hA, neg_add_cancel, neg_add_eq_sub]
```
